# Exact error of the extrapolated estimator of $x^2$ for a harmonic oscillator with a Gaussian trial function

## Walkers that sample the wrong density

For a ground state without nodes, diffusion Monte Carlo with importance sampling distributes its equilibrated walkers according to the product of a trial function and the ground state, not the square of the ground state. For $x^2$, which does not commute with the Hamiltonian, the resulting mixed average is in general biased. A common correction doubles the mixed average and subtracts the variational one, which removes the error of first order in the deviation of the trial function from the ground state. In the oscillator the remainder can be computed exactly.

## Three averages from one integral

Take $H = p^2/2 + x^2/2$, with mass, frequency and $\hbar$ equal to one. The function $\varphi_0 = e^{-x^2/2}$ has $\varphi_0'' = (x^2-1)\varphi_0$, so $H\varphi_0 = \tfrac12\varphi_0$. The trial function is $e^{-ax^2}$ with $a = \tfrac12 + \varepsilon$ and $\varepsilon > -\tfrac12$; normalised, it carries the prefactor $(2a/\pi)^{1/4}$, which cancels in every average below.

Each density is proportional to $e^{-cx^2}$ with $c > 0$. Since $x e^{-cx^2}$ vanishes at both ends of the line,

$$0 = \int \frac{d}{dx}\left(x e^{-cx^2}\right)dx = \int (1 - 2cx^2)\,e^{-cx^2}\,dx, \qquad\text{so}\qquad \langle x^2\rangle = \frac{1}{2c}.$$

The variational average $v$ has $c = 2a$, the mixed average $m$ has $c = a + \tfrac12$, and the pure value has $c = 1$:

$$v = \frac{1}{4a} = \frac{1}{2(1+2\varepsilon)}, \qquad m = \frac{1}{1+2a} = \frac{1}{2(1+\varepsilon)}, \qquad \langle x^2\rangle_{\text{pure}} = \frac12.$$

## What extrapolation leaves behind

Over a common denominator,

$$2m - v = \frac{1+3\varepsilon}{2(1+\varepsilon)(1+2\varepsilon)} = \frac12 - \frac{\varepsilon^2}{(1+\varepsilon)(1+2\varepsilon)},$$

because $(1+\varepsilon)(1+2\varepsilon) = 1 + 3\varepsilon + 2\varepsilon^2$. The numerator $1+3\varepsilon$ shows that the estimate of this positive quantity is negative exactly when $\varepsilon < -\tfrac13$.

The mixed error is $m - \tfrac12 = -\varepsilon/(2(1+\varepsilon))$. For $\varepsilon \neq 0$, extrapolation has the smaller absolute error when $2|\varepsilon| < 1 + 2\varepsilon$. This always holds for positive $\varepsilon$, and for negative $\varepsilon$ it means $\varepsilon > -\tfrac14$. A trial function that is much too wide therefore makes extrapolation harmful.

The ratio form gives

$$\frac{m^2}{v} = \frac{1+2\varepsilon}{2(1+\varepsilon)^2} = \frac12 - \frac{\varepsilon^2}{2(1+\varepsilon)^2}.$$

Since $2(1+\varepsilon) > 1+2\varepsilon$, its error is strictly smaller than the linear one whenever $\varepsilon \neq 0$.

For this one-particle, one-parameter model, the formulas supply exact values against which the estimators of a Monte Carlo program can be compared.

## The same quantities in Lean

`gaussian a` is the unnormalised trial function, and `estimator φ ψ` is $\int x^2\varphi\psi \,/ \int \varphi\psi$ for real functions. `variational`, `mixed` and `pureValue` apply it to the pairs trial–trial, trial–ground and ground–ground, and `extrapolated` is $2m - v$. The variable `eps` is $\varepsilon$, and the hypothesis `-1 / 2 < eps` says that $a > 0$, so that the trial function is normalisable.

The main theorem, `extrapolated_eq`, states the exact error above. The averages are integrals, free of statistical noise, time-step error and population bias. The ground state is inserted by formula instead of being obtained by projection in imaginary time; `oscillator_equation` confirms its eigenvalue equation, but not that $\tfrac12$ is the lowest energy.

```lean
import Mathlib

open MeasureTheory

namespace ExtrapolatedEstimator

noncomputable section

/-- The Gaussian wave function `exp (-a x²)`, not normalised. -/
def gaussian (a x : ℝ) : ℝ := Real.exp (-a * x ^ 2)

/-- The average of `x²` under the density proportional to `φ ψ`, for `x² φ ψ` and `φ ψ`
integrable and `φ ψ` of nonzero integral. -/
def estimator (φ ψ : ℝ → ℝ) : ℝ := (∫ x, x ^ 2 * (φ x * ψ x)) / ∫ x, φ x * ψ x

/-- The variational estimate of `x²`, with the squared trial function as density (`a > 0`). -/
def variational (a : ℝ) : ℝ := estimator (gaussian a) (gaussian a)

/-- The mixed estimate of `x²`, with the product of the trial function and `exp (-x²/2)`
as density (`a > -1/2`). -/
def mixed (a : ℝ) : ℝ := estimator (gaussian a) (gaussian (1 / 2))

/-- The pure value of `x²`, with the square of `exp (-x²/2)` as density. -/
def pureValue : ℝ := estimator (gaussian (1 / 2)) (gaussian (1 / 2))

/-- The extrapolated estimate: twice the mixed one minus the variational one (`a > 0`). -/
def extrapolated (a : ℝ) : ℝ := 2 * mixed a - variational a

/-- The slope of the Gaussian wave function. -/
theorem gaussian_hasDerivAt (a x : ℝ) :
    HasDerivAt (gaussian a) (-2 * a * x * gaussian a x) x := by
  have hs : HasDerivAt (fun y : ℝ => y ^ 2) (2 * x) x := by
    simpa using hasDerivAt_pow 2 x
  have h := (hs.const_mul (-a)).exp
  refine h.congr_deriv ?_
  unfold gaussian
  ring

/-- The function `exp (-x²/2)` solves the stationary Schrödinger equation of the harmonic
oscillator with energy `1/2`, in units where mass, frequency and `ħ` are one. -/
theorem oscillator_equation (x : ℝ) :
    -(1 / 2) * deriv (deriv (gaussian (1 / 2))) x + x ^ 2 / 2 * gaussian (1 / 2) x
      = 1 / 2 * gaussian (1 / 2) x := by
  have h1 : deriv (gaussian (1 / 2)) =
      fun y => -2 * (1 / 2) * y * gaussian (1 / 2) y :=
    funext fun y => (gaussian_hasDerivAt (1 / 2) y).deriv
  have h2 := ((hasDerivAt_id' x).const_mul (-2 * (1 / 2) : ℝ)).fun_mul
    (gaussian_hasDerivAt (1 / 2) x)
  rw [h1, h2.deriv]
  ring

/-- The average of `x²` under the product of two Gaussian wave functions with exponents `a` and `b`
is `1 / (2 (a + b))`, provided `a + b > 0`. -/
theorem estimator_gaussian {a b : ℝ} (h : 0 < a + b) :
    estimator (gaussian a) (gaussian b) = 1 / (2 * (a + b)) := by
  have key : ∀ x, gaussian a x * gaussian b x = gaussian (a + b) x := by
    intro x
    unfold gaussian
    rw [← Real.exp_add]
    congr 1
    ring
  unfold estimator
  simp only [key]
  generalize a + b = c at h
  have i0 : Integrable (fun x => gaussian c x) := integrable_exp_neg_mul_sq h
  have i1 : Integrable (fun x => x * gaussian c x) := integrable_mul_exp_neg_mul_sq h
  have i2 : Integrable (fun x => x ^ 2 * gaussian c x) := by
    have := integrable_rpow_mul_exp_neg_mul_sq h (s := 2) (by norm_num)
    simpa [gaussian] using this
  -- the derivative of `x exp (-c x²)` integrates to zero
  have h0 : ∫ x, (gaussian c x - 2 * c * (x ^ 2 * gaussian c x)) = 0 := by
    refine integral_eq_zero_of_hasDerivAt_of_integrable (f := fun x => x * gaussian c x)
      (fun x => ?_) (i0.sub (i2.const_mul (2 * c))) i1
    refine ((hasDerivAt_id' x).fun_mul (gaussian_hasDerivAt c x)).congr_deriv ?_
    ring
  rw [integral_sub i0 (i2.const_mul (2 * c)), integral_const_mul] at h0
  have hpos : 0 < ∫ x, gaussian c x := by
    have hg : ∫ x, gaussian c x = √(Real.pi / c) := integral_gaussian c
    rw [hg]
    exact Real.sqrt_pos.mpr (div_pos Real.pi_pos h)
  rw [div_eq_div_iff hpos.ne' (by positivity)]
  linarith

/-- For `a > 0`, the variational, mixed and pure averages of `x²` are `1/(4a)`, `1/(1+2a)` and
`1/2`. -/
theorem estimator_values {a : ℝ} (ha : 0 < a) :
    variational a = 1 / (4 * a) ∧ mixed a = 1 / (1 + 2 * a) ∧ pureValue = 1 / 2 := by
  refine ⟨?_, ?_, ?_⟩
  · rw [variational, estimator_gaussian (by linarith)]
    congr 1
    ring
  · rw [mixed, estimator_gaussian (by linarith)]
    congr 1
    ring
  · rw [pureValue, estimator_gaussian (by norm_num)]
    norm_num

/-- For a positive trial exponent `1/2 + eps`, the extrapolated estimate of `x²` lies below the pure
value by exactly `eps² / ((1 + eps) (1 + 2 eps))`. -/
theorem extrapolated_eq {eps : ℝ} (he : -1 / 2 < eps) :
    extrapolated (1 / 2 + eps) = pureValue - eps ^ 2 / ((1 + eps) * (1 + 2 * eps)) := by
  obtain ⟨hv, hm, hp⟩ := estimator_values (a := 1 / 2 + eps) (by linarith)
  have h1 : 1 + eps ≠ 0 := by linarith
  have h2 : 1 + 2 * eps ≠ 0 := by linarith
  rw [extrapolated, hv, hm, hp, show 4 * (1 / 2 + eps) = 2 * (1 + 2 * eps) by ring,
    show 1 + 2 * (1 / 2 + eps) = 2 * (1 + eps) by ring]
  field_simp
  ring

/-- For `eps > -1/2`, extrapolation brings the estimate strictly closer to the pure value than the
mixed estimate exactly when `eps` is nonzero and larger than `-1/4`. -/
theorem extrapolated_better_iff {eps : ℝ} (he : -1 / 2 < eps) :
    |extrapolated (1 / 2 + eps) - pureValue| < |mixed (1 / 2 + eps) - pureValue|
      ↔ eps ≠ 0 ∧ -1 / 4 < eps := by
  obtain ⟨-, hm, hp⟩ := estimator_values (a := 1 / 2 + eps) (by linarith)
  have h1 : 0 < 1 + eps := by linarith
  have h2 : 0 < 1 + 2 * eps := by linarith
  have e1 : extrapolated (1 / 2 + eps) - pureValue
      = -(eps ^ 2 / ((1 + eps) * (1 + 2 * eps))) := by
    rw [extrapolated_eq he]
    ring
  have e2 : mixed (1 / 2 + eps) - pureValue = -(eps / (2 * (1 + eps))) := by
    rw [hm, hp, show 1 + 2 * (1 / 2 + eps) = 2 * (1 + eps) by ring]
    have := h1.ne'
    field_simp
    ring
  have p1 : 0 < (1 + eps) * (1 + 2 * eps) := mul_pos h1 h2
  have p2 : 0 < 2 * (1 + eps) := by linarith
  rw [e1, e2, abs_neg, abs_neg, abs_div, abs_div, abs_of_pos p1, abs_of_pos p2,
    abs_of_nonneg (sq_nonneg eps), div_lt_div_iff₀ p1 p2]
  rcases lt_trichotomy eps 0 with hn | hz | hpos
  · -- a trial function that is too wide
    have q : 0 < -eps * (1 + eps) := mul_pos (by linarith) h1
    rw [abs_of_neg hn]
    constructor
    · intro h
      refine ⟨hn.ne, ?_⟩
      by_contra hc
      have hc' : 0 ≤ -1 - 4 * eps := by linarith [not_lt.mp hc]
      nlinarith [mul_nonneg q.le hc']
    · rintro ⟨-, h⟩
      have h' : 0 < 1 + 4 * eps := by linarith
      nlinarith [mul_pos q h']
  · subst hz
    simp
  · -- a trial function that is too narrow
    rw [abs_of_pos hpos]
    exact ⟨fun _ => ⟨hpos.ne', by linarith⟩, fun _ => by nlinarith [mul_pos hpos h1]⟩

/-- For a positive trial exponent `1/2 + eps`, the extrapolated estimate of the positive quantity
`x²` is negative exactly when `eps < -1/3`. -/
theorem extrapolated_neg_iff {eps : ℝ} (he : -1 / 2 < eps) :
    extrapolated (1 / 2 + eps) < 0 ↔ eps < -1 / 3 := by
  obtain ⟨-, -, hp⟩ := estimator_values (a := 1 / 2 + eps) (by linarith)
  have h1 : 0 < 1 + eps := by linarith
  have h2 : 0 < 1 + 2 * eps := by linarith
  have e : extrapolated (1 / 2 + eps)
      = (1 + 3 * eps) / (2 * ((1 + eps) * (1 + 2 * eps))) := by
    rw [extrapolated_eq he, hp]
    have := h1.ne'
    have := h2.ne'
    field_simp
    ring
  rw [e, div_lt_iff₀ (by positivity), zero_mul]
  constructor <;> intro h <;> linarith

/-- For `eps > -1/2`, the ratio extrapolation, mixed squared over variational, lies below the pure
value by `eps² / (2 (1 + eps)²)`. -/
theorem ratio_eq {eps : ℝ} (he : -1 / 2 < eps) :
    mixed (1 / 2 + eps) ^ 2 / variational (1 / 2 + eps)
      = pureValue - eps ^ 2 / (2 * (1 + eps) ^ 2) := by
  obtain ⟨hv, hm, hp⟩ := estimator_values (a := 1 / 2 + eps) (by linarith)
  have h1 : 1 + eps ≠ 0 := by linarith
  have h2 : 1 + 2 * eps ≠ 0 := by linarith
  rw [hv, hm, hp, show 4 * (1 / 2 + eps) = 2 * (1 + 2 * eps) by ring,
    show 1 + 2 * (1 / 2 + eps) = 2 * (1 + eps) by ring]
  field_simp
  ring

/-- For every nonzero `eps > -1/2` the ratio extrapolation is strictly closer to the pure value
than the linear extrapolation. -/
theorem ratio_better {eps : ℝ} (he : -1 / 2 < eps) (h0 : eps ≠ 0) :
    |mixed (1 / 2 + eps) ^ 2 / variational (1 / 2 + eps) - pureValue|
      < |extrapolated (1 / 2 + eps) - pureValue| := by
  have h1 : 0 < 1 + eps := by linarith
  have h2 : 0 < 1 + 2 * eps := by linarith
  have hs : 0 < eps ^ 2 := by positivity
  rw [ratio_eq he, extrapolated_eq he, sub_sub_cancel_left, sub_sub_cancel_left,
    abs_neg, abs_neg, abs_of_pos (by positivity), abs_of_pos (by positivity)]
  exact div_lt_div_of_pos_left hs (by positivity) (by nlinarith)

end

end ExtrapolatedEstimator
```

```lean
#print axioms ExtrapolatedEstimator.oscillator_equation
#print axioms ExtrapolatedEstimator.extrapolated_better_iff
#print axioms ExtrapolatedEstimator.extrapolated_neg_iff
#print axioms ExtrapolatedEstimator.ratio_better
```

```
'ExtrapolatedEstimator.oscillator_equation' depends on axioms: [propext, Classical.choice, Quot.sound]
'ExtrapolatedEstimator.extrapolated_better_iff' depends on axioms: [propext, Classical.choice, Quot.sound]
'ExtrapolatedEstimator.extrapolated_neg_iff' depends on axioms: [propext, Classical.choice, Quot.sound]
'ExtrapolatedEstimator.ratio_better' depends on axioms: [propext, Classical.choice, Quot.sound]
```

## How the proof follows the calculation

`gaussian_hasDerivAt` is the chain rule, and `oscillator_equation` adds the product rule to obtain the second derivative.

`estimator_gaussian` carries the analysis. Its step `key` merges two Gaussians into one with exponent $c = a + b$. The facts `i0`, `i1` and `i2` establish integrability of the Gaussian times $1$, $x$ and $x^2$, which justifies both the vanishing integral `h0` and its splitting into two terms. The Gaussian integral shows that the denominator is positive, and `linarith` then solves for the ratio.

`estimator_values` inserts the three exponents. In `extrapolated_eq` and `ratio_eq`, `field_simp` clears the denominators and `ring` checks the remaining polynomial identity.

`extrapolated_better_iff` cross-multiplies the two absolute errors and separates the signs of `eps`. In the negative case the inequality reduces to the sign of $-\varepsilon(1+\varepsilon)(1+4\varepsilon)$, whose first two factors, $-\varepsilon$ and $1+\varepsilon$, are positive. `extrapolated_neg_iff` reads off the sign of $1+3\varepsilon$, and `ratio_better` compares two fractions with the same numerator $\varepsilon^2$ by their denominators.
